# Eigenvalue quadruples of the linear-response matrix

Let A and B be complex N × N matrices, let a bar denote entrywise complex conjugation, † the conjugate transpose and ᵀ the transpose, and let H = [[A, B], [−B̄, −Ā]] act on amplitudes v = (X, Y) with X and Y in ℂᴺ. For A Hermitian and B symmetric, the file below proves that every eigenvalue w of H is accompanied by −w, w̄ and −w̄.

```lean
import Mathlib

open Matrix Complex
open scoped ComplexConjugate

namespace RPAQuadruple

noncomputable section

variable {n : Type*} [Fintype n] [DecidableEq n]

/-- Entrywise complex conjugate of a matrix. -/
def conjMat (M : Matrix n n ℂ) : Matrix n n ℂ := M.map (starRingEnd ℂ)

/-- The linear-response matrix `H = [[A, B], [-conj B, -conj A]]` acting on amplitudes `(X, Y)`. -/
def rpa (A B : Matrix n n ℂ) : Matrix (n ⊕ n) (n ⊕ n) ℂ :=
  fromBlocks A B (-conjMat B) (-conjMat A)

/-- The indefinite metric `σz = [[1, 0], [0, -1]]`. -/
def metric (n : Type*) [DecidableEq n] : Matrix (n ⊕ n) (n ⊕ n) ℂ :=
  fromBlocks 1 0 0 (-1)

/-- The metric norm `X†X - Y†Y` of the amplitudes `v = (X, Y)`, written as `v† σz v`. -/
def metricNorm (v : n ⊕ n → ℂ) : ℂ := star v ⬝ᵥ metric n *ᵥ v

/-- The partner amplitudes `(conj Y, conj X)` of `v = (X, Y)`. -/
def partner (v : n ⊕ n → ℂ) : n ⊕ n → ℂ := fun k => conj (v k.swap)

/-- `w` is an eigenvalue of `M`: some nonzero vector satisfies `M v = w v`. -/
def IsEigenvalue {m : Type*} [Fintype m] (M : Matrix m m ℂ) (w : ℂ) : Prop :=
  ∃ v, v ≠ 0 ∧ M *ᵥ v = w • v

/-- The secular determinant `det (M - w)`. -/
def secular {m : Type*} [Fintype m] [DecidableEq m] (M : Matrix m m ℂ) (w : ℂ) : ℂ :=
  det (M - w • (1 : Matrix m m ℂ))

omit [DecidableEq n] in
/-- For any blocks `A`, `B`: if `(X, Y)` is a nonzero solution of `H v = w v`, then
`(conj Y, conj X)` is a nonzero solution with eigenvalue `-conj w`. -/
theorem partner_eigenvector (A B : Matrix n n ℂ) {w : ℂ} {v : n ⊕ n → ℂ} (hv0 : v ≠ 0)
    (hv : rpa A B *ᵥ v = w • v) :
    partner v ≠ 0 ∧ rpa A B *ᵥ partner v = (-conj w) • partner v := by
  constructor
  · intro h
    apply hv0
    funext k
    have hk := congrFun h k.swap
    simpa [partner] using hk
  · -- the antilinear partner map anticommutes with `H`
    have key : rpa A B *ᵥ partner v = -partner (rpa A B *ᵥ v) := by
      funext k
      rcases k with i | i <;>
        simp [rpa, conjMat, partner, mulVec, dotProduct, Fintype.sum_sum_type]
    rw [key, hv]
    funext k
    simp [partner]

/-- For `A` Hermitian and `B` symmetric, `σz H σz = H†`. -/
theorem pseudo_hermitian {A B : Matrix n n ℂ} (hA : A.IsHermitian) (hB : B.IsSymm) :
    metric n * rpa A B * metric n = (rpa A B)ᴴ := by
  have hA' : ∀ i j, conj (A i j) = A j i := fun i j => hA.apply j i
  simp only [metric, rpa, fromBlocks_multiply, fromBlocks_conjTranspose]
  ext i j
  rcases i with i | i <;> rcases j with j | j <;> simp [conjMat, hA', hB.apply i j]

/-- `w` is an eigenvalue of `M` exactly when the secular determinant `det (M - w)` vanishes. -/
theorem isEigenvalue_iff_secular {m : Type*} [Fintype m] [DecidableEq m]
    (M : Matrix m m ℂ) (w : ℂ) : IsEigenvalue M w ↔ secular M w = 0 := by
  have h : ∀ v, (M - w • (1 : Matrix m m ℂ)) *ᵥ v = M *ᵥ v - w • v := by
    intro v
    rw [Matrix.sub_mulVec]
    congr 1
    funext i
    simp [mulVec, dotProduct, Matrix.one_apply]
  rw [secular, ← Matrix.exists_mulVec_eq_zero_iff]
  simp only [IsEigenvalue, h, sub_eq_zero]

/-- For any blocks `A`, `B`: `det (H + conj w) = conj (det (H - w))`. -/
theorem secular_neg_conj (A B : Matrix n n ℂ) (w : ℂ) :
    secular (rpa A B) (-conj w) = conj (secular (rpa A B) w) := by
  -- swapping the blocks of the conjugate matrix gives minus the matrix
  have key : rpa A B - (-conj w) • (1 : Matrix (n ⊕ n) (n ⊕ n) ℂ)
      = -(((starRingEnd ℂ).mapMatrix (rpa A B - w • (1 : Matrix (n ⊕ n) (n ⊕ n) ℂ))).submatrix
          (Equiv.sumComm n n) (Equiv.sumComm n n)) := by
    ext i j
    rcases i with i | i <;> rcases j with j | j <;> by_cases h : i = j <;>
      simp [rpa, conjMat, h] <;> ring
  -- the dimension is even
  have hc : (-1 : ℂ) ^ Fintype.card (n ⊕ n) = 1 := by
    rw [Fintype.card_sum, ← two_mul, pow_mul]
    simp
  unfold secular
  rw [key, det_neg, det_submatrix_equiv_self, hc, one_mul, RingHom.map_det]

/-- For `A` Hermitian and `B` symmetric: `det (H - conj w) = conj (det (H - w))`. -/
theorem secular_conj {A B : Matrix n n ℂ} (hA : A.IsHermitian) (hB : B.IsSymm) (w : ℂ) :
    secular (rpa A B) (conj w) = conj (secular (rpa A B) w) := by
  have hzz : metric n * metric n = 1 := by simp [metric, fromBlocks_multiply]
  have hs : star w = conj w := rfl
  have key : metric n * (rpa A B - conj w • (1 : Matrix (n ⊕ n) (n ⊕ n) ℂ)) * metric n
      = (rpa A B - w • (1 : Matrix (n ⊕ n) (n ⊕ n) ℂ))ᴴ := by
    rw [mul_sub, sub_mul, pseudo_hermitian hA hB, conjTranspose_sub, conjTranspose_smul,
      conjTranspose_one, Matrix.mul_smul, Matrix.smul_mul, mul_one, hzz, hs]
  have hd := congrArg det key
  rw [det_mul, det_mul, det_conjTranspose] at hd
  have h1 : det (metric n) * det (metric n) = 1 := by rw [← det_mul, hzz, det_one]
  show det (rpa A B - conj w • (1 : Matrix (n ⊕ n) (n ⊕ n) ℂ))
    = star (det (rpa A B - w • (1 : Matrix (n ⊕ n) (n ⊕ n) ℂ)))
  linear_combination hd - det (rpa A B - conj w • (1 : Matrix (n ⊕ n) (n ⊕ n) ℂ)) * h1

/-- For `A` Hermitian and `B` symmetric the secular determinant is even in the frequency:
`det (H + w) = det (H - w)`. -/
theorem secular_even {A B : Matrix n n ℂ} (hA : A.IsHermitian) (hB : B.IsSymm) (w : ℂ) :
    secular (rpa A B) (-w) = secular (rpa A B) w := by
  have h := secular_neg_conj A B (conj w)
  rw [secular_conj hA hB, Complex.conj_conj, Complex.conj_conj] at h
  exact h

/-- For `A` Hermitian and `B` symmetric, if `w` is an eigenvalue of `H` then so are
`-w`, `conj w` and `-conj w`. -/
theorem eigenvalue_quadruple {A B : Matrix n n ℂ} (hA : A.IsHermitian) (hB : B.IsSymm) {w : ℂ}
    (hw : IsEigenvalue (rpa A B) w) :
    IsEigenvalue (rpa A B) (-w) ∧ IsEigenvalue (rpa A B) (conj w) ∧
      IsEigenvalue (rpa A B) (-conj w) := by
  have h0 := (isEigenvalue_iff_secular _ _).1 hw
  refine ⟨?_, ?_, ?_⟩
  · rw [isEigenvalue_iff_secular, secular_even hA hB, h0]
  · rw [isEigenvalue_iff_secular, secular_conj hA hB, h0, map_zero]
  · obtain ⟨v, hv0, hv⟩ := hw
    exact ⟨partner v, partner_eigenvector A B hv0 hv⟩

/-- For `A` Hermitian and `B` symmetric, a solution of `H v = w v` with non-real `w`
has vanishing metric norm `X†X - Y†Y`. -/
theorem metricNorm_eq_zero_of_nonreal {A B : Matrix n n ℂ} (hA : A.IsHermitian) (hB : B.IsSymm)
    {w : ℂ} {v : n ⊕ n → ℂ} (hv : rpa A B *ᵥ v = w • v) (hw : w.im ≠ 0) :
    metricNorm v = 0 := by
  -- expectation values of Hermitian matrices are real
  have hreal : ∀ M : Matrix (n ⊕ n) (n ⊕ n) ℂ, Mᴴ = M →
      star v ⬝ᵥ M *ᵥ v = star (star v ⬝ᵥ M *ᵥ v) := by
    intro M hM
    have h : star v ⬝ᵥ M *ᵥ v = star (star (M *ᵥ v) ⬝ᵥ v) := Matrix.star_dotProduct _ _
    rw [Matrix.star_mulVec, hM, ← Matrix.dotProduct_mulVec] at h
    exact h
  have hzz : metric n * metric n = 1 := by simp [metric, fromBlocks_multiply]
  have hz : (metric n)ᴴ = metric n := by simp [metric, fromBlocks_conjTranspose]
  have hS : (metric n * rpa A B)ᴴ = metric n * rpa A B := by
    rw [conjTranspose_mul, hz, ← pseudo_hermitian hA hB, mul_assoc, hzz, mul_one]
  have h1 := hreal _ hS
  have h2 := hreal _ hz
  rw [← Matrix.mulVec_mulVec, hv, Matrix.mulVec_smul, dotProduct_smul, smul_eq_mul,
    star_mul', ← h2] at h1
  have hne : w - star w ≠ 0 := by
    intro h
    apply hw
    have him := congrArg Complex.im h
    simp at him
    linarith
  have h3 : (w - star w) * (star v ⬝ᵥ metric n *ᵥ v) = 0 := by linear_combination h1
  exact (mul_eq_zero.1 h3).resolve_left hne

/-- The blocks `A = diag(1, -1)` and `B = [[0, 1], [1, 0]]` are Hermitian and symmetric, and
`H` has the eigenvalues `1 + i`, `-(1 + i)`, `1 - i` and `-(1 - i)`. -/
theorem quadruple_witness :
    let A : Matrix (Fin 2) (Fin 2) ℂ := !![1, 0; 0, -1]
    let B : Matrix (Fin 2) (Fin 2) ℂ := !![0, 1; 1, 0]
    A.IsHermitian ∧ B.IsSymm ∧ IsEigenvalue (rpa A B) (1 + I) ∧
      IsEigenvalue (rpa A B) (-(1 + I)) ∧ IsEigenvalue (rpa A B) (1 - I) ∧
      IsEigenvalue (rpa A B) (-(1 - I)) := by
  intro A B
  have hA : A.IsHermitian := by
    ext i j
    fin_cases i <;> fin_cases j <;> simp [A]
  have hB : B.IsSymm := by
    ext i j
    fin_cases i <;> fin_cases j <;> simp [B]
  have hw : IsEigenvalue (rpa A B) (1 + I) := by
    refine ⟨Sum.elim ![1, 0] ![0, I], ?_, ?_⟩
    · intro h
      have h0 := congrFun h (Sum.inl 0)
      simp at h0
    · funext k
      rcases k with i | i <;> fin_cases i <;>
        simp [A, B, rpa, conjMat, mulVec, dotProduct, Fintype.sum_sum_type,
          Fin.sum_univ_succ, Complex.ext_iff]
  have hc : conj (1 + I) = 1 - I := by simp [sub_eq_add_neg]
  have h := eigenvalue_quadruple hA hB hw
  rw [hc] at h
  exact ⟨hA, hB, hw, h⟩

/-- For the non-Hermitian block `A = (i)` and `B = 0`, the matrix `H` has the eigenvalue `i`
but not `-i`. -/
theorem hermitian_needed :
    IsEigenvalue (rpa (!![I] : Matrix (Fin 1) (Fin 1) ℂ) 0) I ∧
      ¬ IsEigenvalue (rpa (!![I] : Matrix (Fin 1) (Fin 1) ℂ) 0) (-I) := by
  have hH : rpa (!![I] : Matrix (Fin 1) (Fin 1) ℂ) 0
      = I • (1 : Matrix (Fin 1 ⊕ Fin 1) (Fin 1 ⊕ Fin 1) ℂ) := by
    ext i j
    rcases i with i | i <;> rcases j with j | j <;> fin_cases i <;> fin_cases j <;>
      simp [rpa, conjMat]
  constructor
  · rw [isEigenvalue_iff_secular, secular, hH, ← sub_smul, det_smul, det_one, mul_one]
    simp
  · rw [isEigenvalue_iff_secular, secular, hH, ← sub_smul, det_smul, det_one, mul_one]
    exact pow_ne_zero _ (by norm_num [Complex.ext_iff])

end

end RPAQuadruple
```

```lean
#print axioms RPAQuadruple.eigenvalue_quadruple
#print axioms RPAQuadruple.metricNorm_eq_zero_of_nonreal
#print axioms RPAQuadruple.hermitian_needed
```

```
'RPAQuadruple.eigenvalue_quadruple' depends on axioms: [propext, Classical.choice, Quot.sound]
'RPAQuadruple.metricNorm_eq_zero_of_nonreal' depends on axioms: [propext, Classical.choice, Quot.sound]
'RPAQuadruple.hermitian_needed' depends on axioms: [propext, Classical.choice, Quot.sound]
```

## Objects and conventions

The finite type `n` labels the N particle–hole pairs kept in a calculation. Vectors are indexed by `n ⊕ n`: the component `Sum.inl i` is Xᵢ and `Sum.inr i` is Yᵢ. The matrix `rpa A B` is H, with `conjMat` supplying the bar, so that H v = w v is the pair of equations

    A X + B Y = w X
    −B̄ X − Ā Y = w Y

`IsEigenvalue M w` says that some nonzero v solves M v = w v, with w complex and no normalisation imposed on v. `secular M w` is det(M − w), where w stands for w times the unit matrix; for M = H it is written s(w) below. `metric n` is σz = [[1, 0], [0, −1]] in N × N blocks, and `metricNorm v` is

    v† σz v = X†X − Y†Y.

`partner v` conjugates the vector and exchanges its halves, which gives (Ȳ, X̄). The hypotheses `A.IsHermitian` and `B.IsSymm` are A† = A and Bᵀ = B; the second has no conjugation in it.

## What is stated

`eigenvalue_quadruple` takes a Hermitian A, a symmetric B and an eigenvalue w of H, and concludes that −w, w̄ and −w̄ are eigenvalues of H. The four numbers need not be distinct. For real w ≠ 0 they reduce to the pair ±w, for purely imaginary w ≠ 0 they reduce to a pair again because w̄ = −w, and for w = 0 they coincide. Four different values occur when w has nonzero real and imaginary parts. For N = 0 there is no nonzero vector and the statement is empty.

A matrix of this block form determines excitation energies in the random-phase approximation, in linear-response TDDFT and in the Bethe–Salpeter equation, provided the pair space is finite and the kernel is static, so that A and B do not depend on w. The theorem takes A and B as given: their symmetry is assumed and not derived from a Hamiltonian or a kernel, no positivity is assumed, and nothing is claimed about whether the eigenvalues are real. It asserts that eigenvalues exist and does not count multiplicities. An explicit eigenvector is supplied for −w̄ only, while −w and w̄ are reached through determinants.

## Derivation

**The partner solution.** Conjugating the second response equation and changing its sign gives the first line below, and doing the same to the first equation gives the second line:

    A Ȳ + B X̄ = −w̄ Ȳ
    −B̄ Ȳ − Ā X̄ = −w̄ X̄

These are the response equations for (Ȳ, X̄) with eigenvalue −w̄, and (Ȳ, X̄) is nonzero when (X, Y) is. No property of A or B was used.

**Pseudo-Hermiticity.** Multiplying by σz on both sides flips the sign of the off-diagonal blocks, and the adjoint is taken block by block:

    σz H σz = [[A, −B], [B̄, −Ā]]
    H† = [[A†, −Bᵀ], [B†, −Aᵀ]]

With A† = A one has Aᵀ = Ā, and with Bᵀ = B one has B† = B̄. All four blocks agree, so σz H σz = H†.

**Two determinant identities.** Let P = [[0, 1], [1, 0]] exchange the halves. Since H̄ = [[Ā, B̄], [−B, −A]], relabelling rows and columns gives P H̄ P = [[−A, −B], [B̄, Ā]] = −H, and therefore

    H + w̄ = −P (H̄ − w̄) P.

A simultaneous relabelling of rows and columns leaves a determinant unchanged, the overall sign contributes (−1)²ᴺ = 1, and the determinant of the conjugate matrix is the conjugate of the determinant. Writing conj for the conjugate of a longer expression,

    s(−w̄) = conj s(w),

for any A and B. Next, σz² = 1 and pseudo-Hermiticity give

    σz (H − w̄) σz = H† − w̄ = (H − w)†.

Taking determinants, with (det σz)² = det 1 = 1,

    s(w̄) = conj s(w).

The first identity applied at w̄ reads s(−w) = conj s(w̄), and the second turns the right side into s(w). Thus s(−w) = s(w).

**The quadruple.** A number w is an eigenvalue exactly when H − w has a nonzero null vector, that is when s(w) = 0. Then s(−w) = s(w) = 0 and s(w̄) = conj 0 = 0, and −w̄ has the partner as eigenvector.

**Metric norm at complex frequency.** The matrix S = σz H is Hermitian, because S† = H† σz = σz H σz σz = S. For a solution of H v = w v, set m = v† σz v. Then v† S v = w m. Expectation values of the Hermitian matrices S and σz are real, so w m = w̄ m, which is (w − w̄) m = 0. If Im w ≠ 0, then X†X − Y†Y = 0.

## The Lean proof

In `partner_eigenvector`, the step `key` states that H applied to the partner of v is minus the partner of H v. It is checked in the X components and the Y components separately after `Fintype.sum_sum_type` splits each row sum into its two halves, and inserting `hv` gives the two displayed equations.

`pseudo_hermitian` multiplies out the blocks and compares entries in four cases, using `hA'` for conj Aᵢⱼ = Aⱼᵢ and `hB.apply i j` for the symmetry of B. The later theorems that assume `hA` and `hB` only pass them on to this one, directly or through `secular_conj`.

`isEigenvalue_iff_secular` rewrites (M − w) v as M v − w v and applies `Matrix.exists_mulVec_eq_zero_iff`, the equivalence between a nonzero null vector and a vanishing determinant.

In `secular_neg_conj` the exchange P appears as `submatrix` along `Equiv.sumComm n n`. The step `key` is the matrix identity for H + w̄ and `hc` is the sign (−1)²ᴺ = 1, while `det_submatrix_equiv_self` and `RingHom.map_det` handle relabelling and conjugation. In `secular_conj`, `hzz` is σz² = 1 and `key` is the identity for σz (H − w̄) σz. Its determinant is `hd`, and `linear_combination` removes the two factors det σz by means of `h1`. `secular_even` evaluates the first identity at `conj w` and rewrites with the second. `eigenvalue_quadruple` uses `secular_even` for −w, `secular_conj` for w̄ and `partner_eigenvector` for −w̄.

`metricNorm_eq_zero_of_nonreal` follows the last paragraph of the derivation: `hreal` is the reality of expectation values, `hS` the Hermiticity of σz H, `h3` the equation (w − w̄) m = 0, and `hne` excludes the first factor. The theorem allows v = 0, where the conclusion is immediate.

## A full quadruple for N = 2

`quadruple_witness` takes A = diag(1, −1) and B = [[0, 1], [1, 0]], with indices 0 and 1, and states that these blocks satisfy both hypotheses and that 1 + i, −(1 + i), 1 − i and −(1 − i) are eigenvalues. By hand, the four equations separate into two systems:

    X₀ + Y₁ = w X₀,    −X₀ + Y₁ = w Y₁
    −X₁ + Y₀ = w X₁,    −X₁ − Y₀ = w Y₀

The first has determinant (1 − w)² + 1 and roots 1 ± i, and the second has (1 + w)² + 1 and roots −1 ± i. Their product is s(w) = w⁴ + 4, which is even and has real coefficients. The proof exhibits X = (1, 0), Y = (0, i) for w = 1 + i and obtains the other three values from `eigenvalue_quadruple`. Scaled to unit Euclidean length this vector has X₀ = 1/√2 and Y₁ = i/√2, so that X†X = Y†Y = 1/2 and the metric norm vanishes. The partner of the unscaled vector is X = (0, −i), Y = (1, 0), with eigenvalue −1 + i.

## Dropping a hypothesis

`hermitian_needed` takes N = 1, A = (i) and B = 0. The lower block is −Ā = i, so H is i times the unit matrix (`hH`) and s(w) = (i − w)². This vanishes at w = i and equals (2i)² = −4 at w = −i. Both −w and w̄ equal −i and are missing from the spectrum, while −w̄ = i is present, as `partner_eigenvector` requires.

The example for B that follows and the remarks under the last two headings are worked on paper and are not theorems of the file. Keep A = diag(1, −1) and take the non-symmetric B = [[0, 2], [i, 0]]. The pair (X₀, Y₁) then gives (1 − w)² = 2i with roots 2 + i and −i, and the pair (X₁, Y₀) gives (1 + w)² = −2i with roots −2 + i and −i. The value w = 2 + i comes with −w̄ = −2 + i, but neither 2 − i nor −2 − i occurs.

## In a calculation

With real orbitals and a real kernel, A and B are real, and the two hypotheses then make both of them symmetric. Subtracting and adding the two response equations gives (A + B)(X + Y) = w (X − Y) and (A − B)(X − Y) = w (X + Y), and hence

    (A − B)(A + B)(X + Y) = w² (X + Y).

A program that solves this N × N problem obtains w² and recovers ±w together. Its matrix is real, so complex values of w² come in conjugate pairs. For the witness blocks the product is [[0, 2], [−2, 0]], with eigenvalues ±2i = (1 ± i)². The customary normalisation X†X − Y†Y = 1 cannot be imposed on such roots, since their metric norm is zero for every scaling of v.

## Orthogonality in the metric

The argument for the metric norm extends to two solutions, H v = w v and H u = z u with z complex. Letting S = σz H act to the right in u† S v gives w u† σz v, and letting it act to the left gives z̄ u† σz v. Therefore (w − z̄) u† σz v = 0, and the two solutions are orthogonal in the metric unless w = z̄. The case u = v is the equation `h3`.
